# The erfc-screened exchange kernel tends to $\pi/w^2$ at zero wavenumber, with a quadratic error bound

A plane-wave code that evaluates the screened exchange kernel

$$v(q)=\frac{4\pi}{q^2}\left(1-e^{-q^2/(4w^2)}\right)$$

at $q=0$ multiplies an infinity by a zero, and floating-point arithmetic returns NaN. If the programmer avoids this by setting the entry to zero, as is done for the divergent Hartree term of a neutral cell, the code runs but a finite contribution is missing. For a normalised occupied orbital paired with itself at the same k-point, the pair density at $\mathbf G=0$ is the integral of the orbital's squared modulus, which is 1. The exchange sum of that orbital then lacks $\pi/w^2$, before the volume, k-point and mixing factors are applied.

Here $q$ is the length of the wavevector transferred in the exchange process, in atomic units. The parameter $w>0$ is an inverse length that sets the range of the screened interaction $\operatorname{erfc}(wr)/r$, whose Fourier transform is $v(q)$: a larger $w$ means a shorter range.

## A finite limit and a quadratic bound

Write $D(q)=\pi/w^2-v(q)$ for the deficit of the kernel below $\pi/w^2$. For every $w>0$ and every $q\neq0$,

$$0<D(q)\le\frac{\pi q^2}{8w^4},$$

and therefore $v(q)\to\pi/w^2$ as $q\to0$ through nonzero values. The deficit also has a lower bound,

$$\frac{\pi q^2}{8w^4}-\frac{\pi q^4}{96w^6}\le D(q),$$

and the two bounds together show that $D(q)/q^2\to\pi/(8w^4)$ as $q\to0$. No smaller constant can replace $\pi/(8w^4)$ in a quadratic bound that holds for all nonzero $q$.

## The $\mathbf G=0$ entry of a kernel table

In a screened hybrid calculation with plane waves, the exchange sum runs over wavevectors $\mathbf k-\mathbf k'+\mathbf G$, and the zero vector occurs when $\mathbf k=\mathbf k'$ and $\mathbf G=0$. The limit supplies the value $\pi/w^2$ for that entry, for this particular kernel. The bare Coulomb kernel $4\pi/q^2$ has no finite limit there.

A code may also use $\pi/w^2$ for all wavenumbers below a small threshold. The bound controls the error of that branch. Relative to $\pi/w^2$, the deficit is at most $q^2/(8w^2)$, so a relative tolerance $\varepsilon$ is met whenever $|q|\le w\sqrt{8\varepsilon}$. The threshold therefore scales with $w$. A fixed cutoff in $q$ that is harmless for one screening parameter can be too coarse for a smaller one.

The same estimate carries over to a finite exchange sum. Let $\rho_i$ be complex pair-density amplitudes at nonzero wavenumbers $q_i$. Replacing every kernel value by $\pi/w^2$ gives an error

$$0\le\frac{\pi}{w^2}\sum_i|\rho_i|^2-\sum_i|\rho_i|^2v(q_i)\le\frac{\pi}{8w^4}\sum_i|\rho_i|^2q_i^2 .$$

In practice the index $i$ would run over the terms below the threshold only. At large $q$ the bound says little: since $v(q)$ is positive, the deficit is below $\pi/w^2$ anyway, and the quadratic bound improves on that only for $q^2<8w^2$.

## From the Gaussian remainder to the bounds

Set $x=q^2/(4w^2)$, which is positive for $q\ne0$. Since

$$\frac{4\pi}{q^2}\,x=\frac{4\pi}{q^2}\cdot\frac{q^2}{4w^2}=\frac{\pi}{w^2},$$

the deficit is

$$D(q)=\frac{4\pi}{q^2}x-\frac{4\pi}{q^2}\left(1-e^{-x}\right)=\frac{4\pi}{q^2}\left(x-1+e^{-x}\right).$$

Everything now depends on the size of $x-1+e^{-x}$.

**Positivity.** The function $x-1+e^{-x}$ vanishes at $x=0$ and has derivative $1-e^{-x}$, which is positive for $x>0$. Hence it is positive for $x>0$, and so is $D(q)$.

**Upper bound.** For $x\ge0$ the exponential series has nonnegative terms, so $e^x\ge1+x+x^2/2$. The polynomial $1-x+x^2/2=\tfrac12\left[(x-1)^2+1\right]$ is positive, and multiplying by it gives

$$\left(1-x+\frac{x^2}{2}\right)e^x\ge\left(1+\frac{x^2}{2}\right)^2-x^2=1+\frac{x^4}{4}\ge1.$$

Division by $e^x$ yields $e^{-x}\le1-x+x^2/2$, that is, $x-1+e^{-x}\le x^2/2$. Therefore

$$D(q)\le\frac{4\pi}{q^2}\cdot\frac{x^2}{2}=\frac{4\pi}{q^2}\cdot\frac{q^4}{32w^4}=\frac{\pi q^2}{8w^4}.$$

**Limit.** The two bounds place the kernel between a parabola and its top,

$$\frac{\pi}{w^2}-\frac{\pi q^2}{8w^4}\le v(q)<\frac{\pi}{w^2},$$

and both sides tend to $\pi/w^2$ as $q\to0$.

**Lower bound on the deficit.** Let $R(x)=e^{-x}-1+x-x^2/2+x^3/6$. Then $R(0)=0$, and $R'(x)=-e^{-x}+1-x+x^2/2\ge0$ for $x\ge0$ by the inequality just proved. So $R(x)\ge0$, which means $x-1+e^{-x}\ge x^2/2-x^3/6$. The cubic term contributes

$$\frac{4\pi}{q^2}\cdot\frac{x^3}{6}=\frac{4\pi}{q^2}\cdot\frac{q^6}{384w^6}=\frac{\pi q^4}{96w^6},$$

and this is the quartic correction in the lower bound.

**Sharp constant.** Dividing both bounds by $q^2$ gives

$$\frac{\pi}{8w^4}-\frac{\pi q^2}{96w^6}\le\frac{D(q)}{q^2}\le\frac{\pi}{8w^4},$$

so the quotient tends to $\pi/(8w^4)$. If $D(q)\le Cq^2$ for all nonzero $q$, then $D(q)/q^2\le C$, and taking the limit gives $\pi/(8w^4)\le C$.

**Finite sum.** The error of the replacement is $\sum_i|\rho_i|^2D(q_i)$. Each term lies between $0$ and $|\rho_i|^2\,\pi q_i^2/(8w^4)$, and summing these inequalities gives the stated estimate.

## The kernel and its bounds in Lean

```lean
import Mathlib

open Real Filter Topology

namespace ScreenedExchangeZeroTerm

noncomputable section

/-- The screened exchange kernel at wavenumber `q` with screening parameter `w`. -/
def screenedKernel (w q : ℝ) : ℝ :=
  4 * π / q ^ 2 * (1 - Real.exp (-q ^ 2 / (4 * w ^ 2)))

/-- The amount by which the kernel at wavenumber `q` falls short of `π / w ^ 2`. -/
def deficit (w q : ℝ) : ℝ := π / w ^ 2 - screenedKernel w q

/-- For `x ≥ 0`, `exp (-x)` is at most its second-order Taylor polynomial at zero. -/
theorem exp_neg_le_quadratic {x : ℝ} (hx : 0 ≤ x) :
    Real.exp (-x) ≤ 1 - x + x ^ 2 / 2 := by
  have h1 := Real.quadratic_le_exp_of_nonneg hx
  have h2 : Real.exp (-x) * Real.exp x = 1 := by
    rw [← Real.exp_add, neg_add_cancel, Real.exp_zero]
  have h3 : 0 ≤ 1 - x + x ^ 2 / 2 := by nlinarith [sq_nonneg (x - 1)]
  -- the product of the two quadratics is 1 + x^4/4
  have h4 : 1 ≤ (1 - x + x ^ 2 / 2) * Real.exp x := by
    have h5 := mul_le_mul_of_nonneg_left h1 h3
    have h6 : (1 - x + x ^ 2 / 2) * (1 + x + x ^ 2 / 2) = 1 + x ^ 4 / 4 := by ring
    have h7 : 0 ≤ x ^ 4 := by positivity
    linarith
  exact le_of_mul_le_mul_right (h2.le.trans h4) (Real.exp_pos x)

/-- For `x ≥ 0`, `exp (-x)` is at least its third-order Taylor polynomial at zero. -/
theorem cubic_le_exp_neg {x : ℝ} (hx : 0 ≤ x) :
    1 - x + x ^ 2 / 2 - x ^ 3 / 6 ≤ Real.exp (-x) := by
  have hd : ∀ y : ℝ, HasDerivAt
      (fun y : ℝ => Real.exp (-y) - 1 + y - y ^ 2 / 2 + y ^ 3 / 6)
      (-Real.exp (-y) + 1 - y + y ^ 2 / 2) y := by
    intro y
    have h1 := (hasDerivAt_id' y).fun_neg.exp
    have h2 := (((h1.sub_const 1).fun_add (hasDerivAt_id' y)).fun_sub
      ((hasDerivAt_pow 2 y).div_const 2)).fun_add ((hasDerivAt_pow 3 y).div_const 6)
    refine h2.congr_deriv ?_
    norm_num
    ring
  -- the remainder vanishes at the origin and grows, by the quadratic bound
  have hmono : MonotoneOn
      (fun y : ℝ => Real.exp (-y) - 1 + y - y ^ 2 / 2 + y ^ 3 / 6) (Set.Ici 0) := by
    refine monotoneOn_of_deriv_nonneg (convex_Ici 0)
      (fun y _ => (hd y).continuousAt.continuousWithinAt)
      (fun y _ => (hd y).differentiableAt.differentiableWithinAt) ?_
    intro y hy
    rw [interior_Ici] at hy
    have hy' : 0 < y := hy
    rw [(hd y).deriv]
    linarith [exp_neg_le_quadratic hy'.le]
  have h := hmono (Set.mem_Ici.2 le_rfl) (Set.mem_Ici.2 hx) hx
  simp only [neg_zero, Real.exp_zero] at h
  linarith

/-- For `q ≠ 0`, the deficit is the Coulomb factor `4π / q ^ 2` times the remainder of the Gaussian
beyond first order in `q ^ 2 / (4 w ^ 2)`. -/
theorem deficit_eq {w q : ℝ} (hw : 0 < w) (hq : q ≠ 0) :
    deficit w q = 4 * π / q ^ 2 *
      (q ^ 2 / (4 * w ^ 2) - 1 + Real.exp (-(q ^ 2 / (4 * w ^ 2)))) := by
  have hw' : w ≠ 0 := hw.ne'
  have h : 4 * π / q ^ 2 * (q ^ 2 / (4 * w ^ 2)) = π / w ^ 2 := by field_simp
  unfold deficit screenedKernel
  rw [neg_div, ← h]
  generalize Real.exp (-(q ^ 2 / (4 * w ^ 2))) = E
  generalize q ^ 2 / (4 * w ^ 2) = x
  ring

/-- At every nonzero wavenumber the screened kernel lies below `π / w ^ 2` by at most
`π q ^ 2 / (8 w ^ 4)`, and it tends to `π / w ^ 2` as the wavenumber tends to zero. -/
theorem screenedKernel_zero_term {w : ℝ} (hw : 0 < w) :
    (∀ q : ℝ, q ≠ 0 → 0 < π / w ^ 2 - screenedKernel w q ∧
      π / w ^ 2 - screenedKernel w q ≤ π * q ^ 2 / (8 * w ^ 4)) ∧
    Tendsto (screenedKernel w) (𝓝[≠] 0) (𝓝 (π / w ^ 2)) := by
  have hb : ∀ q : ℝ, q ≠ 0 → 0 < π / w ^ 2 - screenedKernel w q ∧
      π / w ^ 2 - screenedKernel w q ≤ π * q ^ 2 / (8 * w ^ 4) := by
    intro q hq
    have hx : 0 < q ^ 2 / (4 * w ^ 2) := by positivity
    have hc : 0 < 4 * π / q ^ 2 := by positivity
    have he := deficit_eq hw hq
    unfold deficit at he
    rw [he]
    constructor
    · have h := Real.add_one_lt_exp (neg_ne_zero.2 hx.ne')
      exact mul_pos hc (by linarith)
    · have h := exp_neg_le_quadratic hx.le
      calc _ ≤ 4 * π / q ^ 2 * ((q ^ 2 / (4 * w ^ 2)) ^ 2 / 2) :=
            mul_le_mul_of_nonneg_left (by linarith) hc.le
        _ = π * q ^ 2 / (8 * w ^ 4) := by
            field_simp
            ring
  refine ⟨hb, ?_⟩
  -- squeeze the kernel between a parabola and its top
  have hcont : Continuous (fun q : ℝ => π / w ^ 2 - π * q ^ 2 / (8 * w ^ 4)) := by
    fun_prop
  have hlow : Tendsto (fun q : ℝ => π / w ^ 2 - π * q ^ 2 / (8 * w ^ 4))
      (𝓝[≠] 0) (𝓝 (π / w ^ 2)) := by
    simpa using (hcont.tendsto 0).mono_left nhdsWithin_le_nhds
  refine tendsto_of_tendsto_of_tendsto_of_le_of_le' hlow tendsto_const_nhds ?_ ?_
  · filter_upwards [self_mem_nhdsWithin] with q hq
    linarith [(hb q hq).2]
  · filter_upwards [self_mem_nhdsWithin] with q hq
    linarith [(hb q hq).1]

/-- The deficit is at least its quadratic term minus a quartic correction. -/
theorem deficit_lower_bound {w q : ℝ} (hw : 0 < w) (hq : q ≠ 0) :
    π * q ^ 2 / (8 * w ^ 4) - π * q ^ 4 / (96 * w ^ 6) ≤ deficit w q := by
  have hx : 0 ≤ q ^ 2 / (4 * w ^ 2) := by positivity
  have hc : 0 ≤ 4 * π / q ^ 2 := by positivity
  have h := cubic_le_exp_neg hx
  rw [deficit_eq hw hq]
  calc _ = 4 * π / q ^ 2 *
        ((q ^ 2 / (4 * w ^ 2)) ^ 2 / 2 - (q ^ 2 / (4 * w ^ 2)) ^ 3 / 6) := by
        field_simp
        ring
    _ ≤ _ := mul_le_mul_of_nonneg_left (by linarith) hc

/-- Divided by `q ^ 2`, the deficit tends to `π / (8 w ^ 4)` as `q` tends to zero. -/
theorem deficit_div_sq_tendsto {w : ℝ} (hw : 0 < w) :
    Tendsto (fun q => deficit w q / q ^ 2) (𝓝[≠] 0) (𝓝 (π / (8 * w ^ 4))) := by
  have hcont : Continuous (fun q : ℝ => π / (8 * w ^ 4) - π * q ^ 2 / (96 * w ^ 6)) := by
    fun_prop
  have hlow : Tendsto (fun q : ℝ => π / (8 * w ^ 4) - π * q ^ 2 / (96 * w ^ 6))
      (𝓝[≠] 0) (𝓝 (π / (8 * w ^ 4))) := by
    simpa using (hcont.tendsto 0).mono_left nhdsWithin_le_nhds
  refine tendsto_of_tendsto_of_tendsto_of_le_of_le' hlow tendsto_const_nhds ?_ ?_
  · filter_upwards [self_mem_nhdsWithin] with q hq
    have hq' : q ≠ 0 := hq
    rw [le_div_iff₀ (by positivity)]
    refine le_trans (le_of_eq ?_) (deficit_lower_bound hw hq')
    ring
  · filter_upwards [self_mem_nhdsWithin] with q hq
    have hq' : q ≠ 0 := hq
    rw [div_le_iff₀ (by positivity)]
    refine le_trans ((screenedKernel_zero_term hw).1 q hq').2 (le_of_eq ?_)
    ring

/-- Any constant `C` that bounds the deficit by `C q ^ 2` at all nonzero wavenumbers
is at least `π / (8 w ^ 4)`. -/
theorem quadratic_constant_sharp {w C : ℝ} (hw : 0 < w)
    (hC : ∀ q : ℝ, q ≠ 0 → deficit w q ≤ C * q ^ 2) : π / (8 * w ^ 4) ≤ C := by
  refine le_of_tendsto (deficit_div_sq_tendsto hw) ?_
  filter_upwards [self_mem_nhdsWithin] with q hq
  have hq' : q ≠ 0 := hq
  rw [div_le_iff₀ (by positivity)]
  exact hC q hq'

/-- In a finite exchange sum with pair-density amplitudes `ρ i` at nonzero wavenumbers `q i`,
replacing each kernel value by `π / w ^ 2` overestimates the sum by at most
`π / (8 w ^ 4)` times the second moment of the weights `‖ρ i‖ ^ 2`. -/
theorem exchange_sum_error {ι : Type*} (s : Finset ι) (ρ : ι → ℂ) (q : ι → ℝ)
    {w : ℝ} (hw : 0 < w) (hq : ∀ i ∈ s, q i ≠ 0) :
    0 ≤ π / w ^ 2 * ∑ i ∈ s, ‖ρ i‖ ^ 2 - ∑ i ∈ s, ‖ρ i‖ ^ 2 * screenedKernel w (q i) ∧
    π / w ^ 2 * ∑ i ∈ s, ‖ρ i‖ ^ 2 - ∑ i ∈ s, ‖ρ i‖ ^ 2 * screenedKernel w (q i) ≤
      π / (8 * w ^ 4) * ∑ i ∈ s, ‖ρ i‖ ^ 2 * q i ^ 2 := by
  -- the total error is the weighted sum of the deficits
  have h : π / w ^ 2 * ∑ i ∈ s, ‖ρ i‖ ^ 2 - ∑ i ∈ s, ‖ρ i‖ ^ 2 * screenedKernel w (q i)
      = ∑ i ∈ s, ‖ρ i‖ ^ 2 * (π / w ^ 2 - screenedKernel w (q i)) := by
    rw [Finset.mul_sum, ← Finset.sum_sub_distrib]
    exact Finset.sum_congr rfl fun i _ => by ring
  rw [h]
  constructor
  · exact Finset.sum_nonneg fun i hi =>
      mul_nonneg (sq_nonneg _) ((screenedKernel_zero_term hw).1 (q i) (hq i hi)).1.le
  · rw [Finset.mul_sum]
    refine Finset.sum_le_sum fun i hi => ?_
    refine le_trans (mul_le_mul_of_nonneg_left
      ((screenedKernel_zero_term hw).1 (q i) (hq i hi)).2 (sq_nonneg _)) (le_of_eq ?_)
    ring

end

end ScreenedExchangeZeroTerm
```

```lean
#print axioms ScreenedExchangeZeroTerm.screenedKernel_zero_term
#print axioms ScreenedExchangeZeroTerm.quadratic_constant_sharp
#print axioms ScreenedExchangeZeroTerm.exchange_sum_error
```

```
'ScreenedExchangeZeroTerm.screenedKernel_zero_term' depends on axioms: [propext, Classical.choice, Quot.sound]
'ScreenedExchangeZeroTerm.quadratic_constant_sharp' depends on axioms: [propext, Classical.choice, Quot.sound]
'ScreenedExchangeZeroTerm.exchange_sum_error' depends on axioms: [propext, Classical.choice, Quot.sound]
```

## How the Lean statements describe the kernel

`screenedKernel w q` is $v(q)$ with its dependence on $w$ made explicit, and `deficit w q` is $D(q)$. Both arguments are real numbers. The wavenumber is thus a scalar that may have either sign, which is harmless because only $q^2$ enters. A code supplies the length of its wavevector.

The main theorem, `screenedKernel_zero_term`, assumes only `0 < w`. Its first part is the pair of inequalities for every `q ≠ 0`. Its second part is the limit, where `𝓝[≠] 0` denotes the neighbourhoods of zero with zero itself removed. The value at zero plays no role in this limit, as it should for an entry that the formula does not supply. The condition `q ≠ 0` matters in the inequalities: Lean sets division by zero to zero, so `screenedKernel w 0` is 0 and the upper bound would be false there.

`deficit_lower_bound`, `deficit_div_sq_tendsto` and `quadratic_constant_sharp` state the lower bound, the limit of the quotient and the optimality of the constant. In `exchange_sum_error`, the finite set `s` labels the terms, `ρ i` is a complex amplitude and `q i` its wavenumber, required to be nonzero for each `i` in `s`. The set may be empty, in which case the error is zero.

## How the proofs follow the expansion

`exp_neg_le_quadratic` is the product argument for the upper bound. Its step `h6` is the identity that produces $1+x^4/4$, and the last line cancels the positive factor $e^x$. `cubic_le_exp_neg` treats the remainder $R$: `hd` computes the derivative, `hmono` turns its sign into monotonicity on $[0,\infty)$, and comparison with the value at zero finishes the argument.

`deficit_eq` rewrites the deficit in terms of $x-1+e^{-x}$. After $\pi/w^2$ has been replaced by $(4\pi/q^2)\,x$, the two `generalize` steps turn the exponential and its argument into plain letters, and `ring` checks the remaining algebra.

In `screenedKernel_zero_term`, strict positivity comes from Mathlib's `Real.add_one_lt_exp` applied at $-x$, which is the inequality $1-x<e^{-x}$. The `calc` block multiplies the quadratic estimate by $4\pi/q^2$ and simplifies. The limit is a squeeze between `hlow`, the parabola, and a constant. The `filter_upwards` steps supply the fact that $q$ is nonzero near the limit point, so that the inequalities apply.

`deficit_lower_bound` repeats the multiplication with the cubic estimate, and `deficit_div_sq_tendsto` squeezes the quotient between the two resulting bounds. `quadratic_constant_sharp` passes the assumed inequality to the limit with `le_of_tendsto`. `exchange_sum_error` first writes the error as a weighted sum of deficits, in the step `h`, and then bounds it term by term.

## Exact real arithmetic, a given kernel and finite sums

The theorems give the limiting value for the zero-wavevector entry of this kernel and bound the error when the same value is used nearby. They hold for all positive $w$ and all nonzero $q$, with explicit constants and no unspecified "sufficiently small" range.

They concern exact real numbers. Rounding errors are not included, neither those in $1-e^{-x}$ at small $x$ nor those in the accumulation of the sum, so a numerical tolerance has to allow for them separately.

The kernel is defined by its formula in reciprocal space. Its relation to the real-space interaction $\operatorname{erfc}(wr)/r$, of which it is the Fourier transform, is not part of the file. A code with a different screening function needs its own limit.

The amplitudes in the finite sum are arbitrary complex numbers. Nothing is said about how they arise from orbitals, how they vary with the k-point, or how fast the exchange energy converges as the k-point mesh is refined. The overall sign, the volume factor and the mixing fraction of the hybrid functional are also left out. A constant prefactor multiplies the error as it multiplies the sum, and a negative one reverses the direction of the inequalities.
